# With three blocks, Student's law makes deviations beyond three error bars over thirty times likelier than the Gaussian law

At the end of a short variational or diffusion Monte Carlo run, the local energies are grouped into blocks, and the scatter of the block means supplies the error bar. Suppose there are three block means $x_1,x_2,x_3$, with average $\bar x$ and exact expectation $\mu$. The estimated error bar and the deviation measured in its units are

$$\hat\sigma=\sqrt{\tfrac16\sum_{i=1}^3(x_i-\bar x)^2},\qquad T=\frac{\bar x-\mu}{\hat\sigma}.$$

If the block means are independent Gaussian variables with common mean $\mu$ and common positive variance, $T$ follows Student's law with two degrees of freedom. This sampling statement is assumed; the development below starts from the density.

```lean
import Mathlib

open MeasureTheory Filter Set Topology

namespace ThreeBlockStudent

noncomputable section
```

## Two densities and one notion of tail

The Student density is $p(t)=(2+t^2)^{-3/2}$, written with a real exponent.

```lean
/-- The Student density for three blocks, that is, for two degrees of freedom. -/
def studentDensity (t : ℝ) : ℝ := (2 + t ^ 2) ^ (-3 / 2 : ℝ)
```

The Gaussian density $\varphi(t)=e^{-t^2/2}/\sqrt{2\pi}$ describes $\bar x-\mu$ divided by its true standard error instead of the estimate $\hat\sigma$.

```lean
/-- The standard Gaussian density. -/
def normalDensity (t : ℝ) : ℝ := Real.exp (-(t ^ 2 / 2)) / √(2 * Real.pi)
```

The probability $P(|T|>s)$ is the integral of the Student density over $\{t: s<|t|\}$, and the Gaussian tail is the same integral with $\varphi$. In Lean this is `twoSidedTail p s`, a number computed from a function `p`; no random variable appears.

```lean
/-- The weight that a density `p` places on deviations larger than `s` in absolute value. -/
def twoSidedTail (p : ℝ → ℝ) (s : ℝ) : ℝ := ∫ t in {t : ℝ | s < |t|}, p t
```

The Student integrals will be evaluated with $F(t)=t/(2\sqrt{2+t^2})$.

```lean
/-- The function `t / (2 √(2 + t²))`. -/
def studentPrimitive (t : ℝ) : ℝ := t / √(2 + t ^ 2) / 2
```

For $s\ge0$ the region splits into $t<-s$ and $t>s$, which are disjoint. If the density is even and integrable, the reflection $t\mapsto-t$ gives both parts the same weight, so the tail is $2\int_s^\infty p(t)\,dt$.

```lean
/-- For an even integrable density and `s ≥ 0`, the two-sided tail beyond `s` is twice the right
tail. -/
theorem twoSidedTail_even {p : ℝ → ℝ} (hp : Integrable p) (heven : ∀ t, p (-t) = p t)
    {s : ℝ} (hs : 0 ≤ s) : twoSidedTail p s = 2 * ∫ t in Ioi s, p t := by
  have hset : {t : ℝ | s < |t|} = Iio (-s) ∪ Ioi s := by
    ext t
    simp only [mem_ofPred_eq, mem_union, mem_Iio, mem_Ioi, lt_abs]
    constructor <;> rintro (h | h)
    · right; exact h
    · left; linarith
    · right; linarith
    · left; exact h
  have hdisj : Disjoint (Iio (-s)) (Ioi s) := Set.disjoint_left.2 fun t h1 h2 => by
    simp only [mem_Iio, mem_Ioi] at h1 h2
    linarith
  -- reflection maps the left tail to the right tail
  have hl : ∫ t in Iio (-s), p t = ∫ t in Ioi s, p t := by
    rw [← integral_Iic_eq_integral_Iio]
    have h := integral_comp_neg_Iic (-s) p
    simpa only [heven, neg_neg] using h
  rw [twoSidedTail, hset, setIntegral_union hdisj measurableSet_Ioi hp.integrableOn
    hp.integrableOn, hl]
  ring
```

## The Student integral in closed form

Put $r=\sqrt{2+t^2}$, so that $r'=t/r$. Then

$$F'(t)=\frac{r-t^2/r}{2r^2}=\frac{r^2-t^2}{2r^3}=\frac1{r^3}=p(t).$$

The auxiliary statement `alg` is this algebra; the derivative itself comes from the square-root and quotient rules.

```lean
/-- The function `t / (2 √(2 + t²))` is an antiderivative of the Student density. -/
theorem hasDerivAt_studentPrimitive (t : ℝ) :
    HasDerivAt studentPrimitive (studentDensity t) t := by
  have h0 : 0 < 2 + t ^ 2 := by positivity
  have hd : studentDensity t = 1 / ((2 + t ^ 2) * √(2 + t ^ 2)) := by
    rw [studentDensity, show (-3 / 2 : ℝ) = -(1 + 1 / 2) by norm_num, Real.rpow_neg h0.le,
      Real.rpow_add h0, Real.rpow_one, ← Real.sqrt_eq_rpow, one_div]
  have alg : ∀ r : ℝ, 0 < r → r ^ 2 = 2 + t ^ 2 →
      (1 * r - t * (2 * t / (2 * r))) / r ^ 2 / 2 = 1 / ((2 + t ^ 2) * r) := by
    intro r hr h
    rw [← h]
    calc (1 * r - t * (2 * t / (2 * r))) / r ^ 2 / 2
        = (r ^ 2 - t ^ 2) / (2 * r ^ 3) := by field_simp
      _ = 2 / (2 * r ^ 3) := by rw [show r ^ 2 - t ^ 2 = 2 by linarith]
      _ = 1 / (r ^ 2 * r) := by field_simp
  have h1 : HasDerivAt (fun x : ℝ => 2 + x ^ 2) (2 * t) t := by
    simpa using (hasDerivAt_pow 2 t).const_add 2
  have h2 := h1.sqrt h0.ne'
  have h3 := ((hasDerivAt_id' t).fun_div h2 (Real.sqrt_pos.2 h0).ne').div_const 2
  rw [hd]
  exact h3.congr_deriv (alg _ (Real.sqrt_pos.2 h0) (Real.sq_sqrt h0.le))
```

Now take $s>0$ and $r=\sqrt{2+s^2}$. Since $(r-s)(r+s)=2$ and $s\le r$, we have $(r-s)r\ge1$ and $(r-s)s\le1$. Dividing gives

$$\frac1{2+s^2}\le 1-\frac sr=\frac{r-s}{r}\le\frac1{sr}\le\frac1{s^2}.$$

By the tail formula proved below, the middle expression is $P(|T|>s)$. At large $s$ the Student tail therefore falls only as $1/s^2$.

```lean
/-- For `s > 0` the expression `1 - s / √(2 + s²)` lies between `1 / (2 + s²)` and `1 / s²`. -/
theorem inverse_square_bounds {s : ℝ} (hs : 0 < s) :
    1 / (2 + s ^ 2) ≤ 1 - s / √(2 + s ^ 2) ∧ 1 - s / √(2 + s ^ 2) ≤ 1 / s ^ 2 := by
  have h0 : 0 < 2 + s ^ 2 := by positivity
  have hr : 0 < √(2 + s ^ 2) := Real.sqrt_pos.2 h0
  have hq : √(2 + s ^ 2) ^ 2 = 2 + s ^ 2 := Real.sq_sqrt h0.le
  generalize √(2 + s ^ 2) = r at hr hq
  have hsr : s ≤ r := by nlinarith
  have e : 1 - s / r = (r - s) / r := by
    rw [sub_div, div_self hr.ne']
  -- both bounds come from (r - s)(r + s) = 2
  have k1 : 1 ≤ (r - s) * r := by nlinarith [sq_nonneg (r - s)]
  have k2 : (r - s) * s ≤ 1 := by nlinarith [sq_nonneg (r - s)]
  rw [e]
  constructor
  · rw [div_le_div_iff₀ h0 hr, ← hq]
    nlinarith [mul_le_mul_of_nonneg_right k1 hr.le]
  · rw [div_le_div_iff₀ hr (by positivity)]
    nlinarith [mul_le_mul_of_nonneg_right k2 hs.le]
```

The same bounds give $1-1/t^2\le t/\sqrt{2+t^2}\le1$ for $t>0$. Squeezing yields $F(t)\to\tfrac12$ as $t\to\infty$.

```lean
/-- The antiderivative `t / (2 √(2 + t²))` tends to one half at large `t`. -/
theorem tendsto_studentPrimitive : Tendsto studentPrimitive atTop (𝓝 (1 / 2)) := by
  have hlow : Tendsto (fun t : ℝ => 1 - t⁻¹ ^ 2) atTop (𝓝 1) := by
    simpa using ((tendsto_inv_atTop_zero (𝕜 := ℝ)).pow 2).const_sub 1
  have h : Tendsto (fun t : ℝ => t / √(2 + t ^ 2)) atTop (𝓝 1) := by
    refine tendsto_of_tendsto_of_tendsto_of_le_of_le' hlow tendsto_const_nhds ?_ ?_
    · filter_upwards [eventually_gt_atTop 0] with t ht
      have hb := (inverse_square_bounds ht).2
      rw [one_div, ← inv_pow] at hb
      linarith
    · filter_upwards [eventually_gt_atTop 0] with t ht
      have hb := (inverse_square_bounds ht).1
      have hp : 0 < 1 / (2 + t ^ 2) := by positivity
      linarith
  exact h.div_const 2
```

Because $2+t^2\ge1$, we have $p(t)\le(2+t^2)^{-1}\le(1+t^2)^{-1}$, and $p$ is integrable. As $F$ is odd, its limit on the left is $-\tfrac12$, and the total mass is $\tfrac12-(-\tfrac12)=1$.

```lean
/-- The Student density for three blocks is integrable and its integral is one. -/
theorem student_normalized : Integrable studentDensity ∧ ∫ t, studentDensity t = 1 := by
  have hc : Continuous studentDensity :=
    Continuous.rpow_const (by fun_prop) fun t => Or.inl (by positivity)
  have hi : Integrable studentDensity := by
    refine integrable_inv_one_add_sq.mono' hc.aestronglyMeasurable (ae_of_all _ fun t => ?_)
    have h0 : 0 < 2 + t ^ 2 := by positivity
    rw [studentDensity, Real.norm_of_nonneg (Real.rpow_nonneg h0.le _)]
    calc (2 + t ^ 2) ^ (-3 / 2 : ℝ) ≤ (2 + t ^ 2) ^ (-1 : ℝ) :=
          Real.rpow_le_rpow_of_exponent_le (by nlinarith [sq_nonneg t]) (by norm_num)
      _ = (2 + t ^ 2)⁻¹ := Real.rpow_neg_one _
      _ ≤ (1 + t ^ 2)⁻¹ := inv_anti₀ (by positivity) (by linarith)
  refine ⟨hi, ?_⟩
  -- the antiderivative is odd, which gives its limit on the left
  have hbot : Tendsto studentPrimitive atBot (𝓝 (-(1 / 2))) := by
    refine (tendsto_studentPrimitive.comp tendsto_neg_atBot_atTop).neg.congr fun t => ?_
    simp only [Function.comp_apply, studentPrimitive, neg_sq]
    ring
  rw [integral_of_hasDerivAt_of_tendsto hasDerivAt_studentPrimitive hi hbot
    tendsto_studentPrimitive]
  norm_num
```

The two-sided tail follows for every $s\ge0$:

$$P(|T|>s)=2\left(\frac12-F(s)\right)=1-\frac{s}{\sqrt{2+s^2}}.$$

At $s=0$ it equals one, as it should.

```lean
/-- The two-sided tail of the Student density beyond `s` is `1 - s / √(2 + s²)` for every `s ≥ 0`.
-/
theorem student_tail {s : ℝ} (hs : 0 ≤ s) :
    twoSidedTail studentDensity s = 1 - s / √(2 + s ^ 2) := by
  rw [twoSidedTail_even student_normalized.1 (fun t => by simp only [studentDensity, neg_sq]) hs,
    integral_Ioi_of_hasDerivAt_of_nonneg' (fun t _ => hasDerivAt_studentPrimitive t)
      (fun t _ => Real.rpow_nonneg (by positivity) _) tendsto_studentPrimitive, studentPrimitive]
  ring
```

## Widening the error bar

To leave probability $1-c$ outside, with $0\le c<1$, set $q=\sqrt{2/(1-c^2)}$ and $s=cq$. Then $q^2(1-c^2)=2$, so $2+s^2=q^2$ and $s/\sqrt{2+s^2}=c$. For $c=0.95$ the multiplier is about $4.30$. Under the Gaussian assumption on three independent blocks, this is the factor by which $\hat\sigma$ is multiplied to obtain a 95% interval for a Monte Carlo energy.

```lean
/-- For a confidence level `0 ≤ c < 1`, the multiplier `c √(2 / (1 - c²))` of the error bar leaves
probability `1 - c` outside under the Student density for three blocks. -/
theorem student_critical_value {c : ℝ} (h0 : 0 ≤ c) (h1 : c < 1) :
    twoSidedTail studentDensity (c * √(2 / (1 - c ^ 2))) = 1 - c := by
  have hc : 0 < 1 - c ^ 2 := by nlinarith
  have hpos : 0 < 2 / (1 - c ^ 2) := by positivity
  have hq : 0 < √(2 / (1 - c ^ 2)) := Real.sqrt_pos.2 hpos
  have hq2 : √(2 / (1 - c ^ 2)) ^ 2 * (1 - c ^ 2) = 2 := by
    rw [Real.sq_sqrt hpos.le, div_mul_cancel₀ _ hc.ne']
  rw [student_tail (mul_nonneg h0 hq.le)]
  generalize √(2 / (1 - c ^ 2)) = q at hq hq2
  rw [show 2 + (c * q) ^ 2 = q ^ 2 by linarith [mul_pow c q 2], Real.sqrt_sq hq.le,
    mul_div_cancel_right₀ _ hq.ne']
```

## The Gaussian tail and the comparison at three

Since $\varphi'(t)=-t\varphi(t)$, and $t/s\ge1$ beyond $s>0$,

$$2\int_s^\infty\varphi(t)\,dt\le 2\int_s^\infty\frac ts\,\varphi(t)\,dt=\frac{2\varphi(s)}{s}.$$

In the proof, `hd` and `hl` supply the antiderivative $-\varphi(t)/s$ and its limit zero, and `hm` is the comparison of integrals.

```lean
/-- The two-sided Gaussian tail beyond `s > 0` is at most twice the density at `s` divided
by `s`. -/
theorem normal_tail_le {s : ℝ} (hs : 0 < s) :
    twoSidedTail normalDensity s ≤ 2 * (normalDensity s / s) := by
  have hi : Integrable normalDensity := by
    refine ((integrable_exp_neg_mul_sq (b := 1 / 2) (by norm_num)).div_const
      (√(2 * Real.pi))).congr (ae_of_all _ fun t => ?_)
    simp only [normalDensity]
    congr 2
    ring
  have hn : ∀ t, 0 ≤ normalDensity t := fun t => by unfold normalDensity; positivity
  have hd : ∀ t ∈ Ici s, HasDerivAt (fun x => -(normalDensity x / s))
      (t / s * normalDensity t) t := by
    intro t _
    have h1 : HasDerivAt (fun x : ℝ => -(x ^ 2 / 2)) (-t) t := by
      simpa using ((hasDerivAt_pow 2 t).div_const 2).fun_neg
    refine ((h1.exp.div_const (√(2 * Real.pi))).div_const s).fun_neg.congr_deriv ?_
    simp only [normalDensity]
    ring
  have hl : Tendsto (fun x => -(normalDensity x / s)) atTop (𝓝 0) := by
    have h := Real.tendsto_exp_neg_atTop_nhds_zero.comp
      ((tendsto_pow_atTop (α := ℝ) two_ne_zero).atTop_div_const two_pos)
    simpa [normalDensity, Function.comp_def] using
      ((h.div_const (√(2 * Real.pi))).div_const s).neg
  have hp : ∀ t ∈ Ioi s, 0 ≤ t / s * normalDensity t := fun t ht =>
    mul_nonneg (div_nonneg (hs.trans ht).le hs.le) (hn t)
  -- beyond s the factor t / s is at least one
  have hm : ∫ t in Ioi s, normalDensity t ≤ ∫ t in Ioi s, t / s * normalDensity t :=
    setIntegral_mono_on hi.integrableOn (integrableOn_Ioi_deriv_of_nonneg' hd hp hl)
      measurableSet_Ioi fun t ht =>
        le_mul_of_one_le_left (hn t) ((one_le_div hs).2 (le_of_lt ht))
  rw [integral_Ioi_of_hasDerivAt_of_nonneg' hd hp hl] at hm
  rw [twoSidedTail_even hi (fun t => by simp only [normalDensity, neg_sq]) hs.le]
  linarith
```

At $s=3$, $\sqrt{11}>3.316$ gives $3/\sqrt{11}<0.905$, so the Student tail exceeds $0.095$. For the Gaussian, $e^9>8000$ and $\pi>3.14$ give

$$\varphi(3)^2=\frac{e^{-9}}{2\pi}<\frac1{8000\cdot6.28}<0.0045^2.$$

Its tail is therefore below $2\cdot0.0045/3=0.003$. Thirty times that is $0.09$, still less than $0.095$.

```lean
/-- Beyond three error bars the three-block Student probability exceeds 0.095, the Gaussian
one is below 0.003, and the former is more than thirty times the latter. -/
theorem outliers_beyond_three :
    0.095 < twoSidedTail studentDensity 3 ∧ twoSidedTail normalDensity 3 < 0.003 ∧
      30 * twoSidedTail normalDensity 3 < twoSidedTail studentDensity 3 := by
  have hS : 0.095 < twoSidedTail studentDensity 3 := by
    rw [student_tail (by norm_num)]
    have h : (3.316 : ℝ) < √(2 + 3 ^ 2) := (Real.lt_sqrt (by norm_num)).2 (by norm_num)
    have hpos : (0 : ℝ) < √(2 + 3 ^ 2) := Real.sqrt_pos.2 (by norm_num)
    have hm : (3 : ℝ) < 0.905 * √(2 + 3 ^ 2) := by
      calc (3 : ℝ) < 0.905 * 3.316 := by norm_num
        _ < 0.905 * √(2 + 3 ^ 2) := by gcongr
    have h' : 3 / √(2 + 3 ^ 2) < (0.905 : ℝ) := (div_lt_iff₀ hpos).2 hm
    linarith
  have hN : normalDensity 3 < 0.0045 := by
    have he : (8000 : ℝ) < Real.exp 9 := by
      have h9 : Real.exp 9 = Real.exp 1 ^ 9 := by
        rw [← Real.exp_nat_mul]
        norm_num
      rw [h9]
      calc (8000 : ℝ) < 2.718 ^ 9 := by norm_num
        _ ≤ Real.exp 1 ^ 9 :=
          pow_le_pow_left₀ (by norm_num) (by linarith [Real.exp_one_gt_d9]) 9
    have ha : Real.exp (-(3 ^ 2 / 2)) ^ 2 * Real.exp 9 = 1 := by
      rw [← Real.exp_nat_mul, ← Real.exp_add]
      norm_num
    have ha' : Real.exp (-(3 ^ 2 / 2)) ^ 2 < 1 / 8000 := by
      rw [eq_div_of_mul_eq (Real.exp_pos 9).ne' ha]
      exact one_div_lt_one_div_of_lt (by norm_num) he
    rw [normalDensity, div_lt_iff₀ (by positivity)]
    -- compare the squares of both sides
    refine lt_of_pow_lt_pow_left₀ 2 (by positivity) ?_
    rw [mul_pow, Real.sq_sqrt (by positivity)]
    linarith [Real.pi_gt_d2]
  have hG := normal_tail_le (s := 3) (by norm_num)
  exact ⟨hS, by linarith, by linarith⟩

end

end ThreeBlockStudent
```

```lean
#print axioms ThreeBlockStudent.student_critical_value
#print axioms ThreeBlockStudent.outliers_beyond_three
```

```
'ThreeBlockStudent.student_critical_value' depends on axioms: [propext, Classical.choice, Quot.sound]
'ThreeBlockStudent.outliers_beyond_three' depends on axioms: [propext, Classical.choice, Quot.sound]
```

A fuller model would take the three Gaussian block means as random variables and define $T$ from them. The density $p$ would then be derived instead of assumed, for instance from the independence of $\bar x$ and $\hat\sigma$, while the integrals above would stay the same. For correlated or non-Gaussian blocks, $T$ need not follow this density.
